# Bounds on the isotope change of a diatomic mean stretch that scales as $\mu^{-1/2}$

Replace one atom of H₂ by deuterium. In units of the hydrogen mass, with deuterium taken as 2, the reduced mass rises from $1/2$ to $2/3$. The electronic potential stays the same, but the heavier oscillator has a smaller zero-point amplitude. It therefore feels less of the anharmonicity, and its average bond length lies closer to the equilibrium value. If the mean stretch is proportional to the inverse square root of the reduced mass, it is multiplied by $\sqrt{3/4}\approx 0.866$, a decrease of about 13.4 %. A nuclear shielding that depends on the bond length changes with it, and this appears in NMR as an isotope shift.

The problems below estimate this decrease from the masses alone, for a single two-atom bond that obeys the inverse-square-root law. Under that restriction, a mean stretch computed for one isotopologue gives the stretch of the other without a second vibrational calculation.

## Masses and notation

An atom of mass $m$ is bound to a partner of mass $M$ and is replaced by an isotope of mass $m'$. The reduced masses are

$$\mu=\frac{mM}{m+M},\qquad \mu'=\frac{m'M}{m'+M},$$

and the mass factor of the substitution is

$$d=\frac{M(m'-m)}{m'(m+M)}.$$

In Lean all quantities are real numbers in any consistent units. The reduced masses are `reducedMass m M` and `reducedMass m' M`, and $d$ is `massFactor m m' M`. Positivity of the masses is not part of the definitions; each theorem assumes what it needs.

```lean
import Mathlib

namespace JamesonOsten

noncomputable section

/-- Reduced mass of a diatomic oscillator with positive atomic masses `m` and `M`. -/
def reducedMass (m M : ℝ) : ℝ := m * M / (m + M)

/-- The mass factor `d = M (m' - m) / (m' (m + M))` for replacing an atom of mass `m` by an
isotope of mass `m'`, bound to a partner of mass `M`; all masses are positive. -/
def massFactor (m m' M : ℝ) : ℝ := M * (m' - m) / (m' * (m + M))
```

## (a) The ratio of the reduced masses

**Task.** For positive masses, show that

$$\frac{\mu}{\mu'}=1-d.$$

**Solution.** The partner mass in the numerators cancels in the ratio:

$$\frac{\mu}{\mu'}=\frac{m(m'+M)}{m'(m+M)}.$$

On the other side,

$$1-d=\frac{m'(m+M)-M(m'-m)}{m'(m+M)}=\frac{m'm+Mm}{m'(m+M)}=\frac{m(m'+M)}{m'(m+M)}.$$

The two expressions agree. The order of $m$ and $m'$ plays no role, and the theorem does not assume one. In the Lean proof, `field_simp` clears the denominators and `ring` compares the resulting polynomials.

```lean
/-- For positive masses, the ratio of the reduced masses before and after isotopic
substitution is one minus the mass factor. -/
theorem reducedMass_ratio {m m' M : ℝ} (hm : 0 < m) (hm' : 0 < m') (hM : 0 < M) :
    reducedMass m M / reducedMass m' M = 1 - massFactor m m' M := by
  have h1 : m + M ≠ 0 := by positivity
  have h2 : m' + M ≠ 0 := by positivity
  unfold reducedMass massFactor
  field_simp
  ring
```

## (b) The range of the mass factor

**Task.** For positive masses with $m<m'$, show that

$$0<d<1.$$

**Solution.** The numerator $M(m'-m)$ and the denominator $m'(m+M)$ are both positive, so $d>0$. Since the denominator is positive, $d<1$ means

$$Mm'-Mm<m'm+m'M,$$

which is the same as $0<m'm+Mm$, and this holds. The Lean proof treats the two inequalities in this order. For the second, `nlinarith` is given the positive products $m'm$ and $Mm$.

```lean
/-- For positive masses and a heavier substituted isotope, the mass factor lies strictly
between zero and one. -/
theorem massFactor_mem {m m' M : ℝ} (hm : 0 < m) (hmm : m < m') (hM : 0 < M) :
    0 < massFactor m m' M ∧ massFactor m m' M < 1 := by
  have hm' : 0 < m' := hm.trans hmm
  have hden : 0 < m' * (m + M) := by positivity
  unfold massFactor
  constructor
  · exact div_pos (mul_pos hM (sub_pos.mpr hmm)) hden
  · rw [div_lt_one hden]
    nlinarith [mul_pos hm' hm, mul_pos hM hm]
```

## (c) Two quadratic bounds on the relative decrease

By (a), a stretch proportional to $\mu^{-1/2}$ is multiplied by $\sqrt{1-d}$, so its relative decrease is $1-\sqrt{1-d}$.

**Task.** For $0<d<1$, show that

$$\frac d2+\frac{d^2}{8}<1-\sqrt{1-d}<\frac d2+\frac{d^2}{2}.$$

**Solution.** Put $s=\sqrt{1-d}$. Then $0<s<1$ and $d=1-s^2=(1-s)(1+s)$. The gap at the lower bound is

$$(1-s)-\frac d2-\frac{d^2}{8}
=(1-s)^2\left[\frac12-\frac{(1+s)^2}{8}\right]
=\frac{(1-s)^3(3+s)}{8}>0,$$

where the last step uses $4-(1+s)^2=(1-s)(3+s)$. The gap at the upper bound is

$$\frac d2+\frac{d^2}{2}-(1-s)
=(1-s)^2\left[\frac{(1+s)^2}{2}-\frac12\right]
=\frac{(1-s)^2\,s(2+s)}{2}>0.$$

The lower bound is the Taylor polynomial of $1-\sqrt{1-d}$ to second order, so for small $d$ the decrease lies much nearer to it than to the upper bound.

The Lean theorem concerns a real number $d$ and mentions no masses. Its proof makes the same substitution: `generalize` replaces the square root by `s`, keeping the facts that it is positive and that its square is $1-d$. The last two `nlinarith` calls then receive the products that appear in the two gaps.

```lean
/-- For `0 < d < 1`, the relative shrinkage `1 - √(1 - d)` exceeds `d/2` by more than `d²/8`
and by less than `d²/2`. -/
theorem shrinkage_bounds {d : ℝ} (h0 : 0 < d) (h1 : d < 1) :
    d / 2 + d ^ 2 / 8 < 1 - √(1 - d) ∧ 1 - √(1 - d) < d / 2 + d ^ 2 / 2 := by
  have hpos : 0 < √(1 - d) := Real.sqrt_pos.mpr (by linarith)
  have hsq : √(1 - d) ^ 2 = 1 - d := Real.sq_sqrt (by linarith)
  -- work with s = √(1 - d), so that d = 1 - s²
  generalize √(1 - d) = s at hpos hsq ⊢
  have hd : d = 1 - s ^ 2 := by linarith
  have hs1 : 0 < 1 - s := by nlinarith
  subst hd
  constructor
  · nlinarith [mul_pos (pow_pos hs1 3) (by linarith : 0 < 3 + s)]
  · nlinarith [mul_pos (pow_pos hs1 2) (mul_pos hpos (by linarith : 0 < 2 + s))]
```

## (d) Where the inverse square root comes from

Let $x$ be the displacement from the equilibrium bond length, and let the potential near the minimum be $V(x)=kx^2/2-gx^3/3$ with force constant $k$ and anharmonicity $g$. Many texts write the cubic term as $f_3x^3/6$; then $g=-f_3/2$. Let $\omega$ be the harmonic frequency, so that $\mu\omega^2=k$, and write $X=\langle x\rangle$ for the mean stretch.

**Task.** Using the harmonic zero-point value of $\langle x^2\rangle$, show that

$$X\sqrt\mu=\frac{g\hbar}{2k\sqrt k}.$$

**Solution.** In a stationary state the mean momentum is constant, so the mean force vanishes:

$$\langle V'(x)\rangle=k\langle x\rangle-g\langle x^2\rangle=0.$$

The harmonic ground state has $\langle x^2\rangle=\hbar/(2\mu\omega)$, hence

$$X=\frac{g\hbar}{2k\,\mu\omega}.$$

From $\mu\omega^2=k$ we get $\sqrt k=\sqrt\mu\,\omega$, so $\mu\omega=\sqrt\mu\sqrt k$. Inserting this and multiplying by $\sqrt\mu$ gives the target. The right-hand side contains no mass, provided that $k$ and $g$ belong to the electronic potential and not to the isotope, as in the Born–Oppenheimer approximation.

The Lean theorem contains no wavefunction and no expectation value. `X` is a real number, and the physics enters through two hypotheses: `hfreq` is the relation $\mu\omega^2=k$, and `hforce` is the force balance with the harmonic $\langle x^2\rangle$ already inserted. That a real vibrational ground state satisfies `hforce` to good accuracy is the step from the model to a molecule, and it is assumed. The cubic potential serves only as a local expansion, since it is unbounded below.

The proof first obtains $\sqrt k=\sqrt\mu\,\omega$ as `hroot`, then clears the denominator in the force balance to get `h2`. The final `linear_combination` joins `h2` with $\sqrt\mu\sqrt\mu=\mu$.

```lean
/-- Let `μ` and `ω` be positive with `μ ω² = k`, and let `X` satisfy `k X = g ħ/(2 μ ω)`. This is
the condition of zero mean force, `k ⟨x⟩ = g ⟨x²⟩`, in the potential `k x²/2 - g x³/3`, with the
harmonic zero-point value inserted for `⟨x²⟩`. Then `X √μ = g ħ/(2 k √k)`. -/
theorem meanStretch_mul_sqrt {hbar k g μ ω X : ℝ} (hμ : 0 < μ) (hω : 0 < ω)
    (hfreq : μ * ω ^ 2 = k) (hforce : k * X = g * (hbar / (2 * μ * ω))) :
    X * √μ = g * hbar / (2 * k * √k) := by
  have hk : 0 < k := by rw [← hfreq]; positivity
  have hroot : √k = √μ * ω := by
    rw [← hfreq, Real.sqrt_mul hμ.le, Real.sqrt_sq hω.le]
  have hs : √μ * √μ = μ := Real.mul_self_sqrt hμ.le
  have hsp : 0 < √μ := Real.sqrt_pos.mpr hμ
  have h2 : k * X * (2 * μ * ω) = g * hbar := by
    rw [hforce, mul_assoc, div_mul_cancel₀ _ (by positivity)]
  rw [hroot, eq_div_iff (by positivity)]
  linear_combination h2 + 2 * X * k * ω * hs
```

## (e) The decrease of the mean stretch

Let $X>0$ be the mean stretch for mass $m$ and $X'$ that for mass $m'$, with $m<m'$. Applying (d) to each isotopologue with the same $\hbar$, $k$ and $g$ gives $X\sqrt\mu=X'\sqrt{\mu'}$.

**Task.** From this relation, show that

$$X'=X\sqrt{\frac{\mu}{\mu'}},\qquad
X\left(\frac d2+\frac{d^2}{8}\right)<X-X'<X\left(\frac d2+\frac{d^2}{2}\right).$$

**Solution.** Dividing the relation by $\sqrt{\mu'}$ gives the first equation. By (a) the square root equals $\sqrt{1-d}$, so

$$X-X'=X\left(1-\sqrt{1-d}\right).$$

By (b) the mass factor lies between 0 and 1, so (c) applies, and multiplying its inequalities by $X>0$ gives the bounds. For H₂ and HD, $d=1/4$: the relative decrease of 0.1340 lies between 0.1328 and 0.1563.

The name Jameson–Osten, which the Lean theorem bears, usually refers to the first-order estimate $(X-X')/X\approx d/2$, which is also applied to bonds in larger molecules. The theorem treats an isolated two-atom oscillator and bounds the error of that estimate under the scaling relation.

The scaling relation is the hypothesis `hscale`. It stands for a stretch caused by zero-point vibration in a common potential; centrifugal stretching by thermal rotation does not follow this law. The condition `hX` selects the usual case of a bond that is longer on average than at equilibrium. In the proof, `hX'` is the first equation and `hdiff` is the formula for $X-X'$; the last lines multiply the bounds of (c) by `X`.

```lean
/-- Let the mean stretches `X > 0` and `X'` of two isotopologues scale as the inverse square root of
the reduced mass. For positive masses with `m < m'`, the stretch changes by the factor `√(μ/μ')`,
and its decrease relative to `X` lies between `d/2 + d²/8` and `d/2 + d²/2`, where `d` is the mass
factor. -/
theorem jameson_osten {m m' M X X' : ℝ} (hm : 0 < m) (hmm : m < m') (hM : 0 < M)
    (hX : 0 < X) (hscale : X * √(reducedMass m M) = X' * √(reducedMass m' M)) :
    X' = X * √(reducedMass m M / reducedMass m' M) ∧
    X * (massFactor m m' M / 2 + massFactor m m' M ^ 2 / 8) < X - X' ∧
    X - X' < X * (massFactor m m' M / 2 + massFactor m m' M ^ 2 / 2) := by
  have hm' : 0 < m' := hm.trans hmm
  have hμ : 0 < reducedMass m M := by unfold reducedMass; positivity
  have hμ' : 0 < reducedMass m' M := by unfold reducedMass; positivity
  have hX' : X' = X * √(reducedMass m M / reducedMass m' M) := by
    rw [Real.sqrt_div hμ.le, ← mul_div_assoc, eq_div_iff (Real.sqrt_pos.mpr hμ').ne']
    exact hscale.symm
  -- the decrease is X (1 - √(1 - d))
  have hdiff : X - X' = X * (1 - √(1 - massFactor m m' M)) := by
    rw [hX', reducedMass_ratio hm hm' hM]
    ring
  obtain ⟨hd0, hd1⟩ := massFactor_mem hm hmm hM
  obtain ⟨hlo, hhi⟩ := shrinkage_bounds hd0 hd1
  refine ⟨hX', ?_, ?_⟩
  · rw [hdiff]
    exact mul_lt_mul_of_pos_left hlo hX
  · rw [hdiff]
    exact mul_lt_mul_of_pos_left hhi hX
```

## (f) The isotope shift of the shielding

Let the averaged shielding of a nucleus be linear in the mean stretch: $\sigma=\sigma_e+bX$ and $\sigma'=\sigma_e+bX'$. Here $\sigma_e$ is the shielding at the equilibrium geometry and $b$ its derivative with respect to the bond length, both common to the two isotopologues.

**Task.** Under the conditions of (e), show that

$$\left|(\sigma'-\sigma)-\left(-\frac{bXd}{2}\right)\right|\le |b|\,\frac{Xd^2}{2}.$$

**Solution.** The equilibrium shielding cancels, so $\sigma'-\sigma=-b(X-X')$ and

$$(\sigma'-\sigma)+\frac{bXd}{2}=-b\left[(X-X')-\frac{Xd}{2}\right].$$

By (e) the bracket lies between $Xd^2/8$ and $Xd^2/2$, so its absolute value is at most $Xd^2/2$. Taking absolute values gives the claim.

If $b<0$, so that the shielding falls as the bond lengthens, the leading term is positive and the heavier isotopologue is more shielded. On the chemical-shift scale the sign is reversed. In the common secondary isotope shift, the observed nucleus is the partner of mass $M$; the theorem itself does not say which nucleus $\sigma$ belongs to. A shielding term quadratic in the displacement is left out of the model.

In Lean, `hfac` is the cancellation of $\sigma_e$, with the factor `b` taken out. After `abs_mul` separates `|b|`, the two sides of the remaining estimate follow from the bounds of (e).

```lean
/-- Let the shielding be `σe + b X`, linear in the mean stretch, with the same `σe` and `b` for both
isotopologues. For positive masses with `m < m'`, and mean stretches `X > 0` and `X'` that scale as
the inverse square root of the reduced mass, the isotope shift of the shielding is `-b X d/2` up to
an error of at most `|b| X d²/2`, where `d` is the mass factor. -/
theorem isotope_shift_estimate {m m' M X X' σe b σ σ' : ℝ} (hm : 0 < m) (hmm : m < m')
    (hM : 0 < M) (hX : 0 < X)
    (hscale : X * √(reducedMass m M) = X' * √(reducedMass m' M))
    (hσ : σ = σe + b * X) (hσ' : σ' = σe + b * X') :
    |(σ' - σ) - (-(b * X * massFactor m m' M / 2))| ≤
      |b| * (X * massFactor m m' M ^ 2 / 2) := by
  obtain ⟨-, hlo, hhi⟩ := jameson_osten hm hmm hM hX hscale
  have hsq : 0 ≤ X * massFactor m m' M ^ 2 := by positivity
  have hfac : (σ' - σ) - (-(b * X * massFactor m m' M / 2)) =
      b * (X' - X + X * massFactor m m' M / 2) := by
    rw [hσ, hσ']
    ring
  rw [hfac, abs_mul]
  refine mul_le_mul_of_nonneg_left ?_ (abs_nonneg b)
  rw [abs_le]
  constructor <;> nlinarith
```

## (g) The coefficient in the upper bound

**Task.** Suppose that a real number $c$ satisfies

$$1-\sqrt{\frac{\mu}{\mu'}}\le\frac d2+c\,d^2$$

for all positive masses with $m<m'$. Show that $c\ge\tfrac12$.

**Solution.** Take $M=m'=1$ and let $m$ be light. Then $\mu/\mu'=2m/(m+1)$. For any $s$ with $0<s<1$, the choice $m=s^2/(2-s^2)$ lies between 0 and 1 and makes this ratio equal to $s^2$, so $d=1-s^2$. The assumed bound becomes

$$1-s\le\frac{1-s^2}{2}+c(1-s^2)^2.$$

Since $(1-s)-(1-s^2)/2=(1-s)^2/2$, dividing by $(1-s)^2/2$ leaves

$$1\le 2c(1+s)^2.$$

Letting $s\to0$ gives $c\ge\tfrac12$. Together with (e), this makes $1/2$ the smallest coefficient that serves for all masses. The limiting case has $m'/m\to\infty$, far from any real pair of isotopes.

The Lean proof calls the last inequality `key` and replaces the limit by two values of $s$. Assume $c<\tfrac12$. The value $s=\tfrac12$ shows that $c>0$. Then $s=(1-2c)/8$ lies between 0 and 1, and $2c=1-8s$, so `key` would require

$$1\le(1-8s)(1+s)^2=1-6s-15s^2-8s^3,$$

which is false for $s>0$.

```lean
/-- If the upper bound `d/2 + c d²` on the relative shrinkage holds for all positive masses
with `m < m'`, then `c` is at least `1/2`. -/
theorem quadratic_coefficient_sharp {c : ℝ}
    (h : ∀ m m' M : ℝ, 0 < m → m < m' → 0 < M →
      1 - √(reducedMass m M / reducedMass m' M) ≤
        massFactor m m' M / 2 + c * massFactor m m' M ^ 2) :
    1 / 2 ≤ c := by
  -- masses M = m' = 1 and a light m realise any ratio s² of reduced masses
  have key : ∀ s : ℝ, 0 < s → s < 1 → 1 ≤ 2 * c * (1 + s) ^ 2 := by
    intro s hs hs1
    have hs2 : s ^ 2 < 1 := by nlinarith
    have h2 : 0 < 2 - s ^ 2 := by linarith
    obtain ⟨m, hm0, hm⟩ : ∃ m : ℝ, 0 < m ∧ m * (2 - s ^ 2) = s ^ 2 :=
      ⟨s ^ 2 / (2 - s ^ 2), div_pos (pow_pos hs 2) h2, div_mul_cancel₀ _ h2.ne'⟩
    have hm1 : m < 1 := by
      by_contra hcon
      have hge : 0 ≤ m - 1 := by linarith
      nlinarith [mul_nonneg hge h2.le]
    have hd : massFactor m 1 1 = 1 - s ^ 2 := by
      unfold massFactor
      rw [div_eq_iff (by positivity)]
      linear_combination -hm
    have H := h m 1 1 hm0 hm1 one_pos
    rw [reducedMass_ratio hm0 one_pos one_pos, hd, sub_sub_cancel, Real.sqrt_sq hs.le] at H
    have hpos : 0 < (1 - s) ^ 2 := pow_pos (by linarith) 2
    refine le_of_mul_le_mul_left ?_ hpos
    nlinarith [H]
  by_contra hc
  have hhalf := key (1 / 2) (by norm_num) (by norm_num)
  have hc0 : 0 < c := by nlinarith
  -- a ratio close enough to zero contradicts c < 1/2
  obtain ⟨s, hs⟩ : ∃ s : ℝ, s = (1 - 2 * c) / 8 := ⟨_, rfl⟩
  have hs0 : 0 < s := by linarith
  have hfin := key s hs0 (by linarith)
  have hcs : 2 * c = 1 - 8 * s := by linarith
  rw [hcs] at hfin
  nlinarith [pow_pos hs0 2, pow_pos hs0 3]

end

end JamesonOsten
```

```lean
#print axioms JamesonOsten.meanStretch_mul_sqrt
-- 'JamesonOsten.meanStretch_mul_sqrt' depends on axioms: [propext, Classical.choice, Quot.sound]
#print axioms JamesonOsten.isotope_shift_estimate
-- 'JamesonOsten.isotope_shift_estimate' depends on axioms: [propext, Classical.choice, Quot.sound]
#print axioms JamesonOsten.quadratic_coefficient_sharp
-- 'JamesonOsten.quadratic_coefficient_sharp' depends on axioms: [propext, Classical.choice, Quot.sound]
```
